# The PAW Hamiltonian as the density-matrix gradient of a finite model energy

PAW stands for the projector augmented-wave method. All matrices here are real and finite. The index $x\in n$ labels grid points, $a\in m$ labels projector channels and $k\in\iota$ labels orbitals. Column $a$ of the rectangular matrix $P$ is the projector $p_a$ sampled on the grid, with the grid weight absorbed into the units.

## Energy, Hamiltonian and gradient

```lean
import Mathlib

open Matrix

namespace PAWHamiltonian

noncomputable section

variable {n m ι : Type*} [Fintype n] [Fintype m] [Fintype ι]
```

The file loads Mathlib and declares the three finite index sets. In the code, `ᵀ` is the transpose, `*ᵥ` is a matrix acting on a vector and `⬝ᵥ` is the dot product.

```lean
/-- The matrix `A` is the gradient of `F` at `ρ`: the derivative of `F` at `ρ` in each
direction `s` is `trace (A s)`. -/
def HasMatrixGradientAt (F : Matrix n n ℝ → ℝ) (A ρ : Matrix n n ℝ) : Prop :=
  ∀ s : Matrix n n ℝ, HasDerivAt (fun t : ℝ => F (ρ + t • s)) (Matrix.trace (A * s)) 0
```

In Lean, `HasDerivAt g c t₀` says that $g$ is differentiable at $t_0$ with derivative $c$. The definition therefore reads: $A$ is the gradient of $F$ at $\rho$ if, for every real matrix $s$,

$$\left.\frac{d}{dt}F(\rho+ts)\right|_{t=0}=\mathrm{tr}(As).$$

Two conventions are fixed here. Since $\mathrm{tr}(As)=\sum_{ij}A_{ij}s_{ji}$, the entry $A_{ij}$ is the derivative with respect to $\rho_{ji}$. The direction $s$ need not be symmetric, nor need it conserve the particle number.

```lean
/-- A model PAW energy of a density matrix `ρ`: a one-body term, a local functional of the diagonal
density, and a one-centre energy `G` of the atomic density matrix `Pᵀ ρ P`. -/
def energy (K : Matrix n n ℝ) (f : n → ℝ → ℝ) (P : Matrix n m ℝ)
    (G : Matrix m m ℝ → ℝ) (ρ : Matrix n n ℝ) : ℝ :=
  Matrix.trace (K * ρ) + ∑ x, f x (ρ x x) + G (Pᵀ * ρ * P)
```

The energy is

$$E(\rho)=\mathrm{tr}(K\rho)+\sum_x f_x(\rho_{xx})+G(P^T\rho P).$$

The matrix $K$ holds the kinetic energy and any fixed potential. Each $f_x$ depends only on the density at its own point, as in a local-density functional. These local terms do not describe a density-dependent Hartree energy on the grid, which couples different points, or compensation charges coupling the grid to the atoms.

```lean
/-- The PAW Hamiltonian with one-body part `K`, local potential `v`, projectors `P` and
nonlocal strengths `D`. -/
def hamiltonian [DecidableEq n] (K : Matrix n n ℝ) (v : n → ℝ) (P : Matrix n m ℝ)
    (D : Matrix m m ℝ) : Matrix n n ℝ :=
  K + Matrix.diagonal v + P * D * Pᵀ
```

This is $H=K+\mathrm{diag}(v)+PDP^T$. The matrix $D$ contains the nonlocal strengths, the coefficients $D_{ab}$ in $\sum_{ab}p_aD_{ab}p_b^T$. At this stage $v$ and $D$ are arbitrary.

```lean
/-- The one-centre energy with linear coefficients `C` and a pair interaction `W`. -/
def onsiteEnergy (C : Matrix m m ℝ) (W : Matrix m m ℝ →ₗ[ℝ] Matrix m m ℝ)
    (R : Matrix m m ℝ) : ℝ :=
  Matrix.trace (C * R) + Matrix.trace (W R * R) / 2
```

A concrete choice for $G$ is $\mathrm{tr}(CR)+\tfrac12\mathrm{tr}(W(R)R)$, where $R$ is the atomic density matrix. The matrix $C$ collects one-body terms on the atom, and the linear map $W$ represents the interaction between pairs of one-centre densities. A local-density exchange-correlation energy on the atom is not quadratic in $R$ and is left out of this choice.

```lean
/-- The density matrix of real orbitals `ψ k` with occupations `o k`. -/
def density (o : ι → ℝ) (ψ : ι → n → ℝ) : Matrix n n ℝ :=
  ∑ k, o k • Matrix.vecMulVec (ψ k) (ψ k)
```

This is $\rho=\sum_k o_k\psi_k\psi_k^T$. In PAW the $\psi_k$ are the smooth pseudo-orbitals, so $\rho_{xx}$ is the smooth density on the grid, not the all-electron density. The occupations $o_k$ are arbitrary real numbers, and the orbitals are not assumed orthogonal.

## The gradient of the energy

```lean
/-- An affine function of `t` has its slope as derivative. -/
lemma hasDerivAt_line (a b x : ℝ) : HasDerivAt (fun t : ℝ => a + t * b) b x :=
  (((hasDerivAt_id' x).mul_const b).const_add a).congr_deriv (one_mul b)
```

The derivative of $a+tb$ with respect to $t$ is $b$.

```lean
/-- The trace of the PAW Hamiltonian with `s` splits into a one-body part, a local part, and
the strengths `D` traced with the projected matrix `Pᵀ s P`. -/
theorem trace_hamiltonian_mul [DecidableEq n] (K : Matrix n n ℝ) (v : n → ℝ)
    (P : Matrix n m ℝ) (D : Matrix m m ℝ) (s : Matrix n n ℝ) :
    Matrix.trace (hamiltonian K v P D * s) =
      Matrix.trace (K * s) + ∑ x, v x * s x x + Matrix.trace (D * (Pᵀ * s * P)) := by
  have h0 : P * D * Pᵀ * s = P * (D * (Pᵀ * s)) := by simp only [Matrix.mul_assoc]
  -- the projector moves around the trace
  have h1 : Matrix.trace (P * D * Pᵀ * s) = Matrix.trace (D * (Pᵀ * s * P)) := by
    rw [h0, Matrix.trace_mul_comm P]
    simp only [Matrix.mul_assoc]
  have h2 : Matrix.trace (Matrix.diagonal v * s) = ∑ x, v x * s x x := by
    simp [Matrix.trace, Matrix.diagonal_mul]
  rw [hamiltonian, Matrix.add_mul, Matrix.add_mul, Matrix.trace_add, Matrix.trace_add, h1, h2]
```

The theorem states

$$\mathrm{tr}(Hs)=\mathrm{tr}(Ks)+\sum_x v_xs_{xx}+\mathrm{tr}(D\,P^TsP).$$

By hand, the diagonal part gives $\mathrm{tr}(\mathrm{diag}(v)s)=\sum_xv_xs_{xx}$, which is `h2`. For the nonlocal part, cyclicity of the trace moves the left-hand $P$ to the end: $\mathrm{tr}(PDP^Ts)=\mathrm{tr}(DP^TsP)$. That is `h1`. The last line adds the three contributions.

```lean
/-- If the local energies are differentiable at the densities `ρ x x` with derivatives `v x`, and
the one-centre energy has gradient `D` at `Pᵀ ρ P`, then the gradient of the model PAW energy at `ρ`
is the PAW Hamiltonian. -/
theorem energy_gradient [DecidableEq n] (K : Matrix n n ℝ) (f : n → ℝ → ℝ) (v : n → ℝ)
    (P : Matrix n m ℝ) (G : Matrix m m ℝ → ℝ) (D : Matrix m m ℝ) (ρ : Matrix n n ℝ)
    (hf : ∀ x, HasDerivAt (f x) (v x) (ρ x x))
    (hG : HasMatrixGradientAt G D (Pᵀ * ρ * P)) :
    HasMatrixGradientAt (energy K f P G) (hamiltonian K v P D) ρ := by
  intro s
  -- the energy along the line through `ρ` in direction `s`
  have e : (fun t : ℝ => energy K f P G (ρ + t • s)) = fun t : ℝ =>
      (Matrix.trace (K * ρ) + t * Matrix.trace (K * s)) + ∑ x, f x (ρ x x + t * s x x)
        + G (Pᵀ * ρ * P + t • (Pᵀ * s * P)) := by
    funext t
    simp only [energy, Matrix.mul_add, Matrix.add_mul, Matrix.mul_smul, Matrix.smul_mul,
      Matrix.trace_add, Matrix.trace_smul, smul_eq_mul, Matrix.add_apply, Matrix.smul_apply]
  -- chain rule at each grid point
  have hloc : ∀ x, HasDerivAt (fun t : ℝ => f x (ρ x x + t * s x x)) (v x * s x x) 0 := by
    intro x
    refine HasDerivAt.comp (0 : ℝ) (h₂ := f x) (h := fun t : ℝ => ρ x x + t * s x x) ?_
      (hasDerivAt_line _ _ _)
    simpa using hf x
  rw [e, trace_hamiltonian_mul]
  exact ((hasDerivAt_line _ _ _).fun_add (HasDerivAt.fun_sum fun x _ => hloc x)).fun_add
    (hG (Pᵀ * s * P))
```

There are two hypotheses. `hf` says $v_x=f_x'(\rho_{xx})$, so $v$ is the local potential generated by the density. `hG` says that $D$ is the gradient of $G$ at $P^T\rho P$. The conclusion is that $H$ is the gradient of $E$ at $\rho$.

To derive it, fix a direction $s$ and expand along the line:

$$E(\rho+ts)=\mathrm{tr}(K\rho)+t\,\mathrm{tr}(Ks)+\sum_xf_x(\rho_{xx}+ts_{xx})+G(P^T\rho P+t\,P^TsP).$$

At $t=0$ the three parts have derivatives $\mathrm{tr}(Ks)$, $\sum_xv_xs_{xx}$ and $\mathrm{tr}(D\,P^TsP)$. By the previous theorem their sum is $\mathrm{tr}(Hs)$.

In Lean, `intro s` fixes the direction, `e` is the expansion and `hloc` is the chain rule at each grid point. The final `exact` adds the derivatives. Directional derivatives of $G$ are enough, because projection turns a straight line in $\rho$ into a straight line in $P^T\rho P$.

```lean
/-- A function of the density matrix has at most one gradient at a given `ρ`. -/
theorem gradient_unique [DecidableEq n] {F : Matrix n n ℝ → ℝ} {A B ρ : Matrix n n ℝ}
    (hA : HasMatrixGradientAt F A ρ) (hB : HasMatrixGradientAt F B ρ) : A = B := by
  ext i j
  -- a matrix unit picks out one entry
  have key : ∀ M : Matrix n n ℝ, Matrix.trace (M * Matrix.single j i 1) = M i j := by
    intro M
    simp [Matrix.trace, Matrix.mul_apply, Matrix.single_apply, ite_and]
  have h := (hA (Matrix.single j i 1)).unique (hB (Matrix.single j i 1))
  rwa [key, key] at h
```

A gradient is unique, so under the preceding hypotheses $H$ is the only matrix that gives all the directional derivatives of $E$ at $\rho$. Suppose $A$ and $B$ are both gradients. Choose $s$ to be the matrix with a single 1 in position $(j,i)$. Then $\mathrm{tr}(As)=A_{ij}$ and $\mathrm{tr}(Bs)=B_{ij}$, and both equal the same derivative. Lean writes this $s$ as `Matrix.single j i 1`.

## Strengths from a pair interaction

```lean
/-- For a pair interaction `W` that is symmetric under the trace, the gradient of the
one-centre energy at `R` is `C + W R`. -/
theorem onsite_gradient (C : Matrix m m ℝ) (W : Matrix m m ℝ →ₗ[ℝ] Matrix m m ℝ)
    (hW : ∀ A B, Matrix.trace (W A * B) = Matrix.trace (W B * A)) (R : Matrix m m ℝ) :
    HasMatrixGradientAt (onsiteEnergy C W) (C + W R) R := by
  intro Y
  have e : (fun t : ℝ => onsiteEnergy C W (R + t • Y)) = fun t : ℝ =>
      (onsiteEnergy C W R + t * Matrix.trace ((C + W R) * Y))
        + t ^ 2 * (Matrix.trace (W Y * Y) / 2) := by
    funext t
    simp only [onsiteEnergy, map_add, map_smul, Matrix.mul_add, Matrix.add_mul,
      Matrix.mul_smul, Matrix.smul_mul, Matrix.trace_add, Matrix.trace_smul, smul_eq_mul]
    linear_combination (t / 2) * hW Y R
  rw [e]
  exact ((hasDerivAt_line _ _ _).fun_add
    ((hasDerivAt_pow 2 (0 : ℝ)).mul_const _)).congr_deriv (by simp)
```

The hypothesis `hW` is $\mathrm{tr}(W(A)B)=\mathrm{tr}(W(B)A)$: the interaction energy of two one-centre densities does not depend on which is named first. Expanding the quadratic energy $G$ gives

$$G(R+tY)=G(R)+t\,\mathrm{tr}(CY)+\tfrac t2\big[\mathrm{tr}(W(R)Y)+\mathrm{tr}(W(Y)R)\big]+\tfrac{t^2}2\mathrm{tr}(W(Y)Y).$$

By symmetry the two terms in brackets are equal, which removes the factor $\tfrac12$. The $t^2$ term has zero derivative at $t=0$, so the gradient is $C+W(R)$. The symmetry enters the proof in the `linear_combination` line.

```lean
/-- The pair interaction `W R = U R` gives the one-centre energy the gradient `C + U R`. -/
theorem onsite_gradient_witness (C R : Matrix m m ℝ) (U : ℝ) :
    HasMatrixGradientAt (onsiteEnergy C (U • LinearMap.id)) (C + U • R) R := by
  refine onsite_gradient C (U • LinearMap.id) ?_ R
  intro A B
  change Matrix.trace ((U • A) * B) = Matrix.trace ((U • B) * A)
  rw [Matrix.smul_mul, Matrix.smul_mul, Matrix.trace_smul, Matrix.trace_smul,
    Matrix.trace_mul_comm A B]
```

For $W(R)=UR$, where $U$ is a real coefficient of either sign and not the Hubbard repulsion, the symmetry is just $\mathrm{tr}(AB)=\mathrm{tr}(BA)$. The gradient is $C+UR$.

```lean
/-- With differentiable local energies and a one-centre pair interaction `W` symmetric under the
trace, the gradient of the model PAW energy is the Hamiltonian with nonlocal strengths
`C + W (Pᵀ ρ P)`. -/
theorem energy_gradient_onsite [DecidableEq n] (K : Matrix n n ℝ) (f : n → ℝ → ℝ)
    (v : n → ℝ) (P : Matrix n m ℝ) (C : Matrix m m ℝ)
    (W : Matrix m m ℝ →ₗ[ℝ] Matrix m m ℝ) (ρ : Matrix n n ℝ)
    (hf : ∀ x, HasDerivAt (f x) (v x) (ρ x x))
    (hW : ∀ A B, Matrix.trace (W A * B) = Matrix.trace (W B * A)) :
    HasMatrixGradientAt (energy K f P (onsiteEnergy C W))
      (hamiltonian K v P (C + W (Pᵀ * ρ * P))) ρ :=
  energy_gradient K f v P _ _ ρ hf (onsite_gradient C W hW _)
```

Inserting the one-centre gradient into the general theorem gives

$$H=K+\mathrm{diag}\big(f_x'(\rho_{xx})\big)+P\,\big[C+W(P^T\rho P)\big]\,P^T.$$

For this finite model with local functionals, a self-consistency cycle that recomputes both $v_x=f_x'(\rho_{xx})$ and $D=C+W(P^T\rho P)$ from the current density matrix, with $W$ symmetric under the trace, uses the Hamiltonian belonging to its energy.

## Changing one occupation

```lean
/-- Let `H` be the gradient of an energy `F` at the density matrix of the orbitals `ψ`. If
`H ψ k = ε S ψ k` and `ψ k` is normalised with the overlap `S`, then the derivative of `F`
with respect to the occupation of `ψ k`, at fixed orbitals, is `ε`. -/
theorem occupation_derivative [DecidableEq ι] (F : Matrix n n ℝ → ℝ) (H S : Matrix n n ℝ)
    (o : ι → ℝ) (ψ : ι → n → ℝ) (k : ι) (ε : ℝ)
    (hF : HasMatrixGradientAt F H (density o ψ))
    (hψ : H *ᵥ ψ k = ε • (S *ᵥ ψ k)) (hn : ψ k ⬝ᵥ (S *ᵥ ψ k) = 1) :
    HasDerivAt (fun t : ℝ => F (density (o + Pi.single k t) ψ)) ε 0 := by
  -- a change of occupation moves the density matrix along a line
  have e : ∀ t : ℝ, density (o + Pi.single k t) ψ =
      density o ψ + t • Matrix.vecMulVec (ψ k) (ψ k) := by
    intro t
    simp [density, add_smul, Finset.sum_add_distrib, Pi.single_apply, ite_smul]
  have ht : Matrix.trace (H * Matrix.vecMulVec (ψ k) (ψ k)) = ψ k ⬝ᵥ (H *ᵥ ψ k) := by
    simp only [Matrix.trace, Matrix.diag_apply, Matrix.mul_apply, Matrix.vecMulVec_apply,
      dotProduct, Matrix.mulVec, Finset.mul_sum]
    refine Finset.sum_congr rfl fun i _ => Finset.sum_congr rfl fun j _ => ?_
    ring
  simp only [e]
  refine (hF (Matrix.vecMulVec (ψ k) (ψ k))).congr_deriv ?_
  rw [ht, hψ, dotProduct_smul, hn, smul_eq_mul, mul_one]

end

end PAWHamiltonian
```

Here $F$ is any energy with gradient $H$ at the density matrix of the orbitals. For the model energy defined above, `energy_gradient` supplies $H$ under its hypotheses. Orbital $k$ satisfies $H\psi_k=\varepsilon S\psi_k$ and $\psi_k\cdot S\psi_k=1$, where $S$ plays the role of the PAW overlap but may be any real matrix. The other orbitals need not satisfy either condition.

Adding $t$ to $o_k$ changes the density matrix by $t\,\psi_k\psi_k^T$, which is the step `e`. Hence

$$\left.\frac{dF}{dt}\right|_{t=0}=\mathrm{tr}(H\psi_k\psi_k^T)=\psi_k\cdot H\psi_k=\varepsilon\,\psi_k\cdot S\psi_k=\varepsilon.$$

The second equality is `ht`, and the last line of the proof uses the eigenvalue equation and the normalisation. Janak's theorem concerns orbitals that relax self-consistently as the occupation varies, whereas the orbitals in this derivative are frozen.

```lean
#print axioms PAWHamiltonian.energy_gradient
#print axioms PAWHamiltonian.gradient_unique
#print axioms PAWHamiltonian.energy_gradient_onsite
#print axioms PAWHamiltonian.occupation_derivative
```

```
'PAWHamiltonian.energy_gradient' depends on axioms: [propext, Classical.choice, Quot.sound]
'PAWHamiltonian.gradient_unique' depends on axioms: [propext, Classical.choice, Quot.sound]
'PAWHamiltonian.energy_gradient_onsite' depends on axioms: [propext, Classical.choice, Quot.sound]
'PAWHamiltonian.occupation_derivative' depends on axioms: [propext, Classical.choice, Quot.sound]
```
